# Time reversal on a Kramers pair conjugates a matrix's entries, swapping the diagonal ones and swapping and negating the others

Take the two orthonormal states of a Kramers pair as a basis, with phases chosen so that time reversal sends the first to minus the second and the second to the first. In this basis time reversal acts as complex conjugation of the components followed by the matrix `J`, with rows (0, 1) and (−1, 0), so it carries an operator with matrix A to J conj(A) J⁻¹. The theorem `timeReversed_entries` writes out the four entries of that product. Here A is any complex 2 × 2 matrix, and it need be neither Hermitian nor invariant under time reversal. The attempt replaces `J⁻¹` by its explicit form, proved just before as `J_inv`, and then asks `simp` to check the four entries one at a time.

The failing Lean file:

```lean
import Mathlib

open Matrix ComplexConjugate
open scoped Real

namespace TimeReversedEntries

noncomputable section

/-- The matrix `J` through which time reversal acts on a Kramers pair. -/
def J : Matrix (Fin 2) (Fin 2) ℂ := !![0, 1; -1, 0]

/-- The inverse of `J` is its negative, written out in entries. -/
theorem J_inv : J⁻¹ = !![0, -1; 1, 0] := by
  apply Matrix.inv_eq_right_inv
  ext i j
  fin_cases i <;> fin_cases j <;> simp [J, Matrix.mul_apply, Fin.sum_univ_succ]

/-- The time-reversed matrix `J conj(A) J⁻¹` in terms of the entries of `A`. -/
theorem timeReversed_entries (A : Matrix (Fin 2) (Fin 2) ℂ) :
    J * A.map conj * J⁻¹ =
      !![conj (A 1 1), -conj (A 1 0); -conj (A 0 1), conj (A 0 0)] := by
  rw [J_inv]
  ext i j
  fin_cases i <;> fin_cases j <;> simp [J, Matrix.mul_apply, Fin.sum_univ_succ]

end

end TimeReversedEntries
```

The compiler's answer:

```
Main.lean:22:70: error: unsolved goals
case «0».«0»
A : Matrix (Fin 2) (Fin 2) ℂ
⊢ (![0, 1] ᵥ* A.map ⇑(starRingEnd ℂ)) 1 = (starRingEnd ℂ) (A 1 1)

case «0».«1»
A : Matrix (Fin 2) (Fin 2) ℂ
⊢ (![0, 1] ᵥ* A.map ⇑(starRingEnd ℂ)) 0 = (starRingEnd ℂ) (A 1 0)

case «1».«0»
A : Matrix (Fin 2) (Fin 2) ℂ
⊢ (![-1, 0] ᵥ* A.map ⇑(starRingEnd ℂ)) 1 = -(starRingEnd ℂ) (A 0 1)

case «1».«1»
A : Matrix (Fin 2) (Fin 2) ℂ
⊢ -(![-1, 0] ᵥ* A.map ⇑(starRingEnd ℂ)) 0 = (starRingEnd ℂ) (A 0 0)
```

The error reports four unsolved goals, one for each entry. `simp` has multiplied out the explicit inverse, but in each goal an entry of a product such as `![0, 1] ᵥ* A.map ⇑(starRingEnd ℂ)` is left standing. This is a row of `J` times the conjugated matrix, and `ᵥ*` is the notation for `Matrix.vecMul`.

The call does include `Matrix.mul_apply`, which turns an entry of a matrix product into a sum. But once `J` is unfolded to a literal matrix, `simp` rewrites its product with the conjugated matrix row by row, in terms of `Matrix.vecMul`. `Matrix.mul_apply` doesn't apply to that form, and `Fin.sum_univ_succ` finds no sum in it to expand.

The repair adds two definitions to the `simp` call. `Matrix.vecMul` unfolds each remaining entry to a dot product, and `dotProduct` unfolds that to a sum over the two indices. `Fin.sum_univ_succ` can then expand the sum, and the entries 0, 1 and −1 of `J` leave the single conjugated entry, with the right sign, that each goal asks for. The new line break is mere tidying.

Fix (accepted with no message):

```diff
@@ -23,5 +23,6 @@
   rw [J_inv]
   ext i j
-  fin_cases i <;> fin_cases j <;> simp [J, Matrix.mul_apply, Fin.sum_univ_succ]
+  fin_cases i <;> fin_cases j <;>
+    simp [J, Matrix.mul_apply, Matrix.vecMul, dotProduct, Fin.sum_univ_succ]
 
 end
```
